# For two or more real orbitals, the Kanamori interaction is rotationally invariant exactly when U = U' + J + J'

## Why does the repulsion change when I turn my orbitals by 45°?

I have a site with two degenerate real orbitals and a Kanamori interaction with U = 4, U' = 3 and J = J' = 1/4, in units of the hopping. Two electrons of opposite spin in one of the original orbitals cost 4. When I put them both in the orbital halfway between the two axes, I get 3.75. But the orbitals are degenerate, and turning them is only a change of basis. Did I make a mistake in the rotation, or does the interaction really know about my axes?

## The interaction singles out axes unless U = U' + J + J'

Your rotation is right. For at least two real orbitals, the Kanamori tensor keeps its form under every real orthogonal change of orbitals if and only if U = U' + J + J'. The same relation decides whether a doubly occupied orbital has the same repulsion in every direction. Your parameters miss it by 1/2; with U' = 3.5 the change would disappear.

A change of basis is harmless if the tensor is transformed along with the orbitals. Invariance asks for more: the transformed tensor must have the same entries as the original one.

Write δ_ij for the Kronecker delta, δ_ijkl for the symbol that is 1 only when all four indices are equal, and D = U − U' − J − J'. The tensor is

V_ijkl = U' δ_ik δ_jl + J δ_il δ_jk + J' δ_ij δ_kl + D δ_ijkl.

For i ≠ j this gives V_iiii = U, V_ijij = U', V_ijji = J and V_iijj = J'. Now take four real orbitals with coefficient vectors p, q, r, s. Their matrix element is

V(p,q,r,s) = Σ_abcd p_a q_b r_c s_d V_abcd.

In the U' term the deltas set c = a and d = b, which leaves (Σ_a p_a r_a)(Σ_b q_b s_b) = (p·r)(q·s). The next two terms work the same way, and the last keeps a single sum:

V(p,q,r,s) = U' (p·r)(q·s) + J (p·s)(q·r) + J' (p·q)(r·s) + D Σ_a p_a q_a r_a s_a.

The first three terms contain only overlaps. If the new orbitals are the rows R_i of an orthogonal matrix, then R_i·R_j = δ_ij, and these terms reproduce their original values. When D = 0 nothing else is left, so the relation is sufficient.

For the converse, put two electrons of opposite spin in one normalised orbital v. Since v·v = 1, the expectation value of their interaction energy is

E(v) = U' + J + J' + D Σ_a v_a⁴ = U − D (1 − Σ_a v_a⁴).

For an orbital turned by θ from one axis towards another, cos⁴θ + sin⁴θ = 1 − 2 sin²θ cos²θ = 1 − sin²(2θ)/2, and therefore

E(θ) = U − D sin²(2θ)/2.

With D = 1/2 and θ = 45° this is 4 − 1/4 = 3.75, your number. Amplitudes 3/5 and −4/5 are convenient because they are rational: the fourth powers sum to 337/625, so E = U − (288/625) D. Invariance requires E = U, hence D = 0.

It remains to check that this orbital belongs to a complete orthonormal basis. Let w have components 1 and 2 on the two chosen axes and zero elsewhere. The normalised vector is w/√5, and the reflection

R_ab = δ_ab − (2/5) w_a w_b

is orthogonal, with first chosen row (3/5, −4/5) on those axes. Reversing the sign of another row would make it a proper rotation without changing this orbital, so the reflection is not what causes the effect.

In the Lean file below, the finite type `n` labels the orbitals and `Nontrivial n` says that there are at least two. With a single orbital the tensor is just the number U, which is invariant whatever the other parameters are. `kanamori` is the tensor above, with δ_ijkl written as a product of three deltas, and `matrixElement` is the fourfold contraction. The index order corresponds to one electron going from r to p and the other from s to q.

`RotationInvariant` compares the matrix elements between rows of every member of `Matrix.orthogonalGroup n ℝ`, reflections included, with the original entries. `pairEnergy` sets all four orbitals equal. For a normalised orbital it is the expectation value of the interaction in the doubly occupied state, which need not be an eigenstate of the interaction.

The theorem `kanamori_rotationInvariant_iff` is the equivalence for the whole tensor. `pairEnergy_independent_iff` says that all normalised real orbitals have equal pair energy under exactly the same condition. The four parameters are arbitrary real numbers: neither their signs nor J = J' is assumed. If J' = J, as for a spin-independent Coulomb interaction between real orbitals, the condition reads U = U' + 2J.

The statements concern the on-site interaction alone, with real orbitals. Crystal fields and hopping can still single out axes, and complex unitary changes of basis are a different question. The demand for all orthogonal matrices also matters: merely permuting the axes or reversing their signs preserves the tensor for any parameters.

```lean
import Mathlib

open Matrix

namespace KanamoriRotation

noncomputable section

variable {n : Type*} [Fintype n] [DecidableEq n]

/-- The Kronecker delta of two orbital labels, as a real number. -/
def δ (i j : n) : ℝ := if i = j then 1 else 0

/-- The Kanamori tensor: density-density part `U'`, exchange `J`, pair hopping `J'`, and a term that
acts only when all four orbitals coincide. -/
def kanamori (U U' J J' : ℝ) (i j k l : n) : ℝ :=
  U' * δ i k * δ j l + J * δ i l * δ j k + J' * δ i j * δ k l
    + (U - U' - J - J') * (δ i j * δ j k * δ k l)

/-- The matrix element of the interaction `V` between four real orbitals, given by their
coefficients in the original basis. -/
def matrixElement (V : n → n → n → n → ℝ) (p q r s : n → ℝ) : ℝ :=
  ∑ a, ∑ b, ∑ c, ∑ d, p a * q b * r c * s d * V a b c d

/-- An interaction is rotationally invariant if its matrix elements between the rows of any
real orthogonal matrix equal those between the original orbitals. -/
def RotationInvariant (V : n → n → n → n → ℝ) : Prop :=
  ∀ R ∈ Matrix.orthogonalGroup n ℝ, ∀ i j k l,
    matrixElement V (R i) (R j) (R k) (R l) = V i j k l

/-- The interaction energy of two electrons of opposite spin in the same real orbital `v`,
for normalised `v`. -/
def pairEnergy (V : n → n → n → n → ℝ) (v : n → ℝ) : ℝ := matrixElement V v v v v

/-- For `i ≠ j`, the orbital with amplitude `x` on orbital `i`, `y` on orbital `j` and zero
elsewhere. -/
def mix (i j : n) (x y : ℝ) : n → ℝ := fun a => x * δ i a + y * δ j a

omit [Fintype n] in
/-- For two different orbitals the tensor has intra-orbital repulsion `U`, inter-orbital
repulsion `U'`, exchange `J` and pair hopping `J'`. -/
theorem kanamori_elements (U U' J J' : ℝ) {i j : n} (hij : i ≠ j) :
    kanamori U U' J J' i i i i = U ∧ kanamori U U' J J' i j i j = U' ∧
    kanamori U U' J J' i j j i = J ∧ kanamori U U' J J' i i j j = J' := by
  have h1 : ∀ a : n, δ a a = 1 := fun a => by simp [δ]
  have h2 : δ i j = 0 := by simp [δ, hij]
  have h3 : δ j i = 0 := by simp [δ, hij.symm]
  refine ⟨?_, ?_, ?_, ?_⟩ <;> simp only [kanamori, h1, h2, h3] <;> ring

/-- Between arbitrary real orbitals the Kanamori interaction is a sum of products of overlaps and,
with weight `U - U' - J - J'`, the sum over `a` of the product of their four coefficients. -/
theorem matrixElement_kanamori (U U' J J' : ℝ) (p q r s : n → ℝ) :
    matrixElement (kanamori U U' J J') p q r s =
      U' * ((p ⬝ᵥ r) * (q ⬝ᵥ s)) + J * ((p ⬝ᵥ s) * (q ⬝ᵥ r)) + J' * ((p ⬝ᵥ q) * (r ⬝ᵥ s))
        + (U - U' - J - J') * ∑ a, p a * q a * r a * s a := by
  -- each product of deltas collapses the fourfold sum
  have h1 : ∑ a, ∑ b, ∑ c, ∑ d, p a * q b * r c * s d * (U' * δ a c * δ b d)
      = U' * ((p ⬝ᵥ r) * (q ⬝ᵥ s)) := by
    simp only [δ, dotProduct, mul_ite, mul_one, mul_zero,
      Finset.sum_ite_eq, Finset.mem_univ, if_true]
    rw [Finset.sum_mul_sum]
    simp only [Finset.mul_sum]
    exact Finset.sum_congr rfl fun a _ => Finset.sum_congr rfl fun b _ => by ring
  have h2 : ∑ a, ∑ b, ∑ c, ∑ d, p a * q b * r c * s d * (J * δ a d * δ b c)
      = J * ((p ⬝ᵥ s) * (q ⬝ᵥ r)) := by
    simp only [δ, dotProduct, mul_ite, mul_one, mul_zero,
      Finset.sum_ite_irrel, Finset.sum_const_zero, Finset.sum_ite_eq, Finset.mem_univ, if_true]
    rw [Finset.sum_mul_sum]
    simp only [Finset.mul_sum]
    exact Finset.sum_congr rfl fun a _ => Finset.sum_congr rfl fun b _ => by ring
  have h3 : ∑ a, ∑ b, ∑ c, ∑ d, p a * q b * r c * s d * (J' * δ a b * δ c d)
      = J' * ((p ⬝ᵥ q) * (r ⬝ᵥ s)) := by
    simp only [δ, dotProduct, mul_ite, mul_one, mul_zero,
      Finset.sum_ite_irrel, Finset.sum_const_zero, Finset.sum_ite_eq, Finset.mem_univ, if_true]
    rw [Finset.sum_mul_sum]
    simp only [Finset.mul_sum]
    exact Finset.sum_congr rfl fun a _ => Finset.sum_congr rfl fun b _ => by ring
  have h4 : ∀ D : ℝ, ∑ a, ∑ b, ∑ c, ∑ d,
      p a * q b * r c * s d * (D * (δ a b * δ b c * δ c d))
      = D * ∑ a, p a * q a * r a * s a := by
    intro D
    simp only [δ, mul_ite, ite_mul, mul_one, mul_zero, zero_mul,
      Finset.sum_ite_irrel, Finset.sum_const_zero, Finset.sum_ite_eq, Finset.mem_univ, if_true]
    rw [Finset.mul_sum]
    exact Finset.sum_congr rfl fun a _ => by ring
  simp only [matrixElement, kanamori, mul_add, Finset.sum_add_distrib]
  rw [h1, h2, h3, h4]

/-- Summing against a Kronecker delta picks out one orbital. -/
theorem sum_mul_delta (f : n → ℝ) (x : n) : ∑ c, f c * δ x c = f x := by
  simp [δ]

/-- A mixture of two different orbitals has squared norm `x² + y²`, and its fourth powers
sum to `x⁴ + y⁴`. -/
theorem mix_moments {i j : n} (hij : i ≠ j) (x y : ℝ) :
    mix i j x y ⬝ᵥ mix i j x y = x ^ 2 + y ^ 2 ∧
    ∑ a, mix i j x y a * mix i j x y a * mix i j x y a * mix i j x y a = x ^ 4 + y ^ 4 := by
  have hd : ∀ a, δ i a * δ j a = 0 ∧ δ i a * δ i a = δ i a ∧ δ j a * δ j a = δ j a := by
    intro a
    by_cases h1 : i = a
    · have h2 : j ≠ a := fun h => hij (h1.trans h.symm)
      simp [δ, h1, h2]
    · simp [δ, h1]
  have e2 : ∀ a, mix i j x y a * mix i j x y a = x ^ 2 * δ i a + y ^ 2 * δ j a := by
    intro a
    obtain ⟨h0, hi, hj⟩ := hd a
    simp only [mix]
    linear_combination 2 * x * y * h0 + x ^ 2 * hi + y ^ 2 * hj
  have e4 : ∀ a, mix i j x y a * mix i j x y a * mix i j x y a * mix i j x y a
      = x ^ 4 * δ i a + y ^ 4 * δ j a := by
    intro a
    obtain ⟨h0, hi, hj⟩ := hd a
    rw [mul_assoc, e2 a]
    linear_combination 2 * x ^ 2 * y ^ 2 * h0 + x ^ 4 * hi + y ^ 4 * hj
  constructor
  · simp only [dotProduct, e2, Finset.sum_add_distrib]
    rw [sum_mul_delta (fun _ => x ^ 2), sum_mul_delta (fun _ => y ^ 2)]
  · simp only [e4, Finset.sum_add_distrib]
    rw [sum_mul_delta (fun _ => x ^ 4), sum_mul_delta (fun _ => y ^ 4)]

/-- Turning an orbital by the angle `θ` from one axis towards another changes its pair energy
from `U` to `U - (U - U' - J - J') sin²(2θ) / 2`. -/
theorem pairEnergy_angle (U U' J J' θ : ℝ) {i j : n} (hij : i ≠ j) :
    pairEnergy (kanamori U U' J J') (mix i j (Real.cos θ) (Real.sin θ))
      = U - (U - U' - J - J') * Real.sin (2 * θ) ^ 2 / 2 := by
  obtain ⟨h2, h4⟩ := mix_moments hij (Real.cos θ) (Real.sin θ)
  rw [pairEnergy, matrixElement_kanamori, h2, h4, Real.sin_two_mul]
  linear_combination U * (Real.sin θ ^ 2 + Real.cos θ ^ 2 + 1) * Real.sin_sq_add_cos_sq θ

/-- For two different orbitals some orthogonal change of basis turns the first into the
mixture with amplitudes `3/5` and `-4/5`. -/
theorem exists_tilted_basis {i j : n} (hij : i ≠ j) :
    ∃ R ∈ Matrix.orthogonalGroup n ℝ, R i = mix i j (3 / 5) (-4 / 5) := by
  obtain ⟨w, hw⟩ : ∃ w, w = mix i j 1 2 := ⟨_, rfl⟩
  have hn : ∑ c, w c * w c = 5 := by
    have h := (mix_moments hij 1 2).1
    rw [← hw] at h
    simp only [dotProduct] at h
    rw [h]
    norm_num
  -- the reflection in the hyperplane perpendicular to w
  refine ⟨Matrix.of fun a b => δ a b - 2 / 5 * w a * w b, ?_, ?_⟩
  · rw [Matrix.mem_orthogonalGroup_iff]
    ext a b
    have e : ∀ c, (δ a c - 2 / 5 * w a * w c) * (δ b c - 2 / 5 * w b * w c)
        = δ a c * δ b c - (2 / 5 * w b) * (w c * δ a c) - (2 / 5 * w a) * (w c * δ b c)
          + (4 / 25 * w a * w b) * (w c * w c) := fun c => by ring
    have s : ∑ c, (δ a c - 2 / 5 * w a * w c) * (δ b c - 2 / 5 * w b * w c) = δ a b := by
      simp only [e, Finset.sum_add_distrib, Finset.sum_sub_distrib, ← Finset.mul_sum]
      rw [sum_mul_delta (δ a) b, sum_mul_delta w a, sum_mul_delta w b, hn]
      ring
    rw [Matrix.mul_apply]
    simp only [Matrix.transpose_apply, Matrix.of_apply]
    rw [s]
    simp [δ, Matrix.one_apply]
  · funext b
    have h1 : δ i i = 1 := by simp [δ]
    have h2 : δ j i = 0 := by simp [δ, hij.symm]
    simp only [Matrix.of_apply, hw, mix, h1, h2]
    ring

/-- For at least two real orbitals, the Kanamori interaction is invariant under all real
orthogonal orbital rotations if and only if `U = U' + J + J'`. -/
theorem kanamori_rotationInvariant_iff [Nontrivial n] (U U' J J' : ℝ) :
    RotationInvariant (kanamori (n := n) U U' J J') ↔ U = U' + J + J' := by
  constructor
  · intro h
    obtain ⟨i, j, hij⟩ := exists_pair_ne n
    obtain ⟨R, hR, hRi⟩ := exists_tilted_basis hij
    -- compare the pair energy of the tilted orbital with U
    have e := h R hR i i i i
    obtain ⟨h2, h4⟩ := mix_moments hij (3 / 5) (-4 / 5)
    rw [hRi, matrixElement_kanamori, h2, h4, (kanamori_elements U U' J J' hij).1] at e
    linarith
  · intro h R hR i j k l
    -- the rows of R are orthonormal
    have rows : ∀ a b, R a ⬝ᵥ R b = δ a b := by
      intro a b
      have e : (R * Rᵀ) a b = (1 : Matrix n n ℝ) a b := by
        rw [(Matrix.mem_orthogonalGroup_iff n ℝ).mp hR]
      rw [Matrix.mul_apply] at e
      simp only [Matrix.transpose_apply, Matrix.one_apply] at e
      exact e
    rw [matrixElement_kanamori]
    simp only [rows, kanamori]
    subst h
    ring

/-- For at least two real orbitals, all normalised real orbitals have the same pair energy
if and only if `U = U' + J + J'`. -/
theorem pairEnergy_independent_iff [Nontrivial n] (U U' J J' : ℝ) :
    (∀ v w : n → ℝ, v ⬝ᵥ v = 1 → w ⬝ᵥ w = 1 →
      pairEnergy (kanamori U U' J J') v = pairEnergy (kanamori U U' J J') w)
      ↔ U = U' + J + J' := by
  constructor
  · intro h
    obtain ⟨i, j, hij⟩ := exists_pair_ne n
    obtain ⟨a2, a4⟩ := mix_moments hij 1 0
    obtain ⟨b2, b4⟩ := mix_moments hij (3 / 5) (4 / 5)
    have e := h _ _ (a2.trans (by norm_num)) (b2.trans (by norm_num))
    rw [pairEnergy, pairEnergy, matrixElement_kanamori, matrixElement_kanamori,
      a2, a4, b2, b4] at e
    linarith
  · intro h v w hv hw
    rw [pairEnergy, pairEnergy, matrixElement_kanamori, matrixElement_kanamori, hv, hw]
    subst h
    ring

end

end KanamoriRotation
```

```lean
#print axioms KanamoriRotation.pairEnergy_angle
#print axioms KanamoriRotation.kanamori_rotationInvariant_iff
#print axioms KanamoriRotation.pairEnergy_independent_iff
```

```
'KanamoriRotation.pairEnergy_angle' depends on axioms: [propext, Classical.choice, Quot.sound]
'KanamoriRotation.kanamori_rotationInvariant_iff' depends on axioms: [propext, Classical.choice, Quot.sound]
'KanamoriRotation.pairEnergy_independent_iff' depends on axioms: [propext, Classical.choice, Quot.sound]
```

`kanamori_elements` reads off the four integrals by inserting the values of the deltas. `matrixElement_kanamori` is the contraction formula. Its steps `h1`, `h2` and `h3` collapse the sums for the three pairings and match them with products of overlaps, using `Finset.sum_mul_sum` to expand those products; `h4` leaves the single sum weighted by D.

For i ≠ j, the vector `mix i j x y` has amplitude x on orbital i and y on orbital j. `mix_moments` computes its squared norm x² + y² and its sum of fourth powers x⁴ + y⁴. The cross terms vanish because no orbital label equals both i and j, which is the first part of `hd`. `sum_mul_delta` then evaluates the remaining sums. `pairEnergy_angle` inserts cos θ and sin θ, and its `linear_combination` step supplies sin²θ + cos²θ = 1.

`exists_tilted_basis` constructs the reflection. It first finds that w has squared norm 5, then multiplies the matrix by its transpose. In the expanded product, the two terms linear in w_a w_b together give it the coefficient −4/5, and the remaining term, after summing w_c² to 5, gives it (4/25)·5 = 4/5, so only δ_ab survives. The last part of the proof reads off row i.

In the main theorem, the forward direction applies invariance to this matrix with all four indices equal to i. After the moments are inserted, the equation is linear in the four parameters, and `linarith` obtains the relation. The reverse direction derives `rows`, the orthonormality of the rows, from R Rᵀ = 1. Substituting U = U' + J + J' removes the last term, and `ring` confirms that the two sides agree.

The energy theorem follows the same pattern. Forward, it compares an axis orbital with the one of amplitudes 3/5 and 4/5; in reverse, normalisation makes both energies equal to U' + J + J'.

For a multi-orbital Hubbard model or a DMFT impurity with this four-parameter on-site interaction, the relation tells you whether the same U, U', J and J' may be used unchanged after an arbitrary real rotation of the local orbitals. If it fails, as with your values, either transform the full tensor or treat the chosen axes as part of the model.
